# The Penrose inverse of the grid-point Gram matrix gives a least-squares core in tensor hypercontraction

A least-squares tensor hypercontraction code can compute the overlaps of orbital values between grid points, one matrix for each orbital set, multiply the two matrices entry by entry, and apply a pseudo-inverse of the product to both sides of the projected two-electron integrals. The much taller matrix of orbital-pair values is then never pseudo-inverted. This note shows that for real orbitals and a fixed grid the shortcut gives the true least-squares fit, even when the small matrix is singular, provided that the pseudo-inverse is exact and no nonzero eigenvalue is cut off.

## Identity and fit

Let $A$ be a real $m\times r$ matrix and $B$ a real $n\times r$ matrix, holding the values of two orbital sets at $r$ grid points. The pair matrix $M$ has $mn$ rows, labelled by orbital pairs, and $r$ columns:

$$M_{(i,j),k}=A_{ik}B_{jk}.$$

Column $k$ is the tensor product of column $k$ of $A$ and column $k$ of $B$. With $\odot$ for the entrywise product,

$$G:=(A^TA)\odot(B^TB)=M^TM.$$

A Penrose inverse of a real matrix $C$ is a matrix $X$ with $CXC=C$, $XCX=X$, and both $CX$ and $XC$ symmetric. If $Y$ is the Penrose inverse of $G$, then $YM^T$ is the Penrose inverse of $M$.

Let $V$ be the real matrix of two-electron integrals $(ij|i'j')$, with rows labelled by the pair $(i,j)$ and columns by the pair $(i',j')$. The two orbitals of a pair belong to the same electron. Among all real $r\times r$ matrices $Z$, the core

$$Z_*=Y(M^TVM)Y$$

minimises $\|V-MZM^T\|^2$, where $\|\cdot\|^2$ is the sum of squared entries. Every minimiser gives the same fitted tensor $MZM^T$.

## Where a code relies on it

Forming $M^TM$ directly takes of order $mnr^2$ operations. The two small Gram matrices take of order $(m+n)r^2$, and their entrywise product adds $r^2$. The result on $Y$ covers grids with redundant points, where $G$ has no ordinary inverse.

## From the Gram matrix to the best fit

**Gram identity.** The double sum over orbital pairs factors:

$$(M^TM)_{kl}=\sum_{i,j}A_{ik}B_{jk}A_{il}B_{jl}
=\Big(\sum_i A_{ik}A_{il}\Big)\Big(\sum_j B_{jk}B_{jl}\Big)=G_{kl}.$$

**Penrose equations for $M$.** Put $X=YM^T$ and $N=YG-1$. Then $GN=GYG-G=0$, so

$$(MN)^T(MN)=N^TGN=0.$$

The diagonal entries on the left are the squared lengths of the columns of $MN$. Hence $MN=0$, which says $MYG=M$, or $MXM=M$.

The second equation follows from the one for $Y$: $XMX=YGYM^T=YM^T=X$.

For the third, let $P=MX=MYM^T$. We have just shown that $PM=M$, so

$$PP^T=PMY^TM^T=MY^TM^T=P^T.$$

The left side is symmetric, so $P^T$ is symmetric and $P=P^T$. Finally, $XM=YG$ is symmetric by the assumption on $Y$.

**Normal equations.** The fitted tensor is

$$MZ_*M^T=(MYM^T)V(MYM^T)=PVP.$$

Let $R=V-PVP$ be the residual. Transposing $PM=M$ and using $P^T=P$ gives $M^TP=M^T$. Therefore

$$M^TRM=M^TVM-(M^TP)V(PM)=0.$$

**Pythagoras.** For any $r\times r$ matrix $W$, put $S=MWM^T$. The sum of the products of corresponding entries of $R$ and $S$ is

$$\operatorname{tr}(R^TMWM^T)=\operatorname{tr}(M^TR^TMW)=\operatorname{tr}\big((M^TRM)^TW\big)=0,$$

so $\|R+S\|^2=\|R\|^2+\|S\|^2$. For an arbitrary core $Z$ we have $V-MZM^T=R+M(Z_*-Z)M^T$, and hence

$$\|V-MZM^T\|^2=\|V-MZ_*M^T\|^2+\|M(Z_*-Z)M^T\|^2.$$

The last term is nonnegative, which gives minimality. It vanishes only if $MZM^T=MZ_*M^T$, which gives uniqueness of the fitted tensor.

## The Lean file, from the Gram identity to the fit

```lean
import Mathlib

open Matrix

namespace TensorHypercontraction

noncomputable section

variable {m n r : Type*} [Fintype m] [Fintype n] [Fintype r]

/-- The pair matrix: its column `k` is the tensor product of column `k` of `A`
and column `k` of `B`. -/
def pairMatrix {m n r : Type*} (A : Matrix m r ℝ) (B : Matrix n r ℝ) :
    Matrix (m × n) r ℝ :=
  Matrix.of fun p k => A p.1 k * B p.2 k

/-- The four Penrose equations, saying that `X` is the Penrose inverse of the real matrix `A`. -/
structure IsPenroseInverse {m n : Type*} [Fintype m] [Fintype n]
    (A : Matrix m n ℝ) (X : Matrix n m ℝ) : Prop where
  inner_eq : A * X * A = A
  outer_eq : X * A * X = X
  left_symm : (A * X)ᵀ = A * X
  right_symm : (X * A)ᵀ = X * A

/-- The squared error of a residual: the sum of the squares of its entries. -/
def sqError {p : Type*} [Fintype p] (R : Matrix p p ℝ) : ℝ :=
  ∑ i, ∑ j, R i j ^ 2

/-- The core matrix computed in least-squares tensor hypercontraction from the integrals `V`
and a matrix `Y` on the grid points. -/
def thcCore (A : Matrix m r ℝ) (B : Matrix n r ℝ) (Y : Matrix r r ℝ)
    (V : Matrix (m × n) (m × n) ℝ) : Matrix r r ℝ :=
  Y * ((pairMatrix A B)ᵀ * V * pairMatrix A B) * Y

omit [Fintype r] in
/-- The Gram matrix of the pair matrix is the entrywise product of the two small Gram matrices. -/
theorem pairMatrix_gram (A : Matrix m r ℝ) (B : Matrix n r ℝ) :
    (pairMatrix A B)ᵀ * pairMatrix A B = (Aᵀ * A) ⊙ (Bᵀ * B) := by
  ext k l
  simp only [Matrix.mul_apply, Matrix.hadamard_apply, Matrix.transpose_apply, pairMatrix,
    Matrix.of_apply, Fintype.sum_prod_type, Finset.sum_mul_sum]
  refine Finset.sum_congr rfl fun i _ => Finset.sum_congr rfl fun j _ => ?_
  ring

/-- If `Y` is the Penrose inverse of the entrywise product of the small Gram matrices, then
`Y Mᵀ` is the Penrose inverse of the pair matrix `M`. -/
theorem pairMatrix_penrose (A : Matrix m r ℝ) (B : Matrix n r ℝ) {Y : Matrix r r ℝ}
    (h : IsPenroseInverse ((Aᵀ * A) ⊙ (Bᵀ * B)) Y) :
    IsPenroseInverse (pairMatrix A B) (Y * (pairMatrix A B)ᵀ) := by
  classical
  rw [← pairMatrix_gram] at h
  generalize pairMatrix A B = M at h ⊢
  -- first Penrose equation: with `N = Y Mᵀ M - 1`, `Mᵀ M N = 0` gives `M N = 0`
  have h1 : M * (Y * Mᵀ) * M = M := by
    have h0 : Mᴴ * M * (Y * (Mᵀ * M) - 1) = 0 := by
      rw [Matrix.conjTranspose_eq_transpose_of_trivial, Matrix.mul_sub, Matrix.mul_one,
        ← Matrix.mul_assoc (Mᵀ * M) Y (Mᵀ * M), h.inner_eq, sub_self]
    have h2 := (Matrix.conjTranspose_mul_self_mul_eq_zero M _).mp h0
    rw [Matrix.mul_sub, Matrix.mul_one, sub_eq_zero] at h2
    calc M * (Y * Mᵀ) * M = M * (Y * (Mᵀ * M)) := by simp only [Matrix.mul_assoc]
      _ = M := h2
  refine ⟨h1, ?_, ?_, ?_⟩
  · calc Y * Mᵀ * M * (Y * Mᵀ) = Y * (Mᵀ * M) * Y * Mᵀ := by simp only [Matrix.mul_assoc]
      _ = Y * Mᵀ := by rw [h.outer_eq]
  · -- `P Pᵀ = Pᵀ` forces `P = M Y Mᵀ` to be symmetric
    have ht : (M * (Y * Mᵀ))ᵀ = M * (Yᵀ * Mᵀ) := by
      simp only [Matrix.transpose_mul, Matrix.transpose_transpose, Matrix.mul_assoc]
    have hp : (M * (Y * Mᵀ)) * (M * (Y * Mᵀ))ᵀ = (M * (Y * Mᵀ))ᵀ := by
      rw [ht, ← Matrix.mul_assoc (M * (Y * Mᵀ)) M, h1]
    have hq := congrArg Matrix.transpose hp
    rw [Matrix.transpose_mul, Matrix.transpose_transpose] at hq
    exact hp.symm.trans hq
  · rw [Matrix.mul_assoc Y Mᵀ M]
    exact h.right_symm

/-- If `Y` is the Penrose inverse of the entrywise product of the small Gram matrices, then the
residual of the hypercontracted integrals satisfies the normal equations: it vanishes when projected
on the pair matrix from both sides. -/
theorem thc_normal_equations (A : Matrix m r ℝ) (B : Matrix n r ℝ) {Y : Matrix r r ℝ}
    (h : IsPenroseInverse ((Aᵀ * A) ⊙ (Bᵀ * B)) Y) (V : Matrix (m × n) (m × n) ℝ) :
    (pairMatrix A B)ᵀ * (V - pairMatrix A B * thcCore A B Y V * (pairMatrix A B)ᵀ)
      * pairMatrix A B = 0 := by
  have hM := pairMatrix_penrose A B h
  unfold thcCore
  generalize pairMatrix A B = M at hM ⊢
  have hPM := hM.inner_eq
  have hPt := hM.left_symm
  have hfit : M * (Y * (Mᵀ * V * M) * Y) * Mᵀ = (M * (Y * Mᵀ)) * V * (M * (Y * Mᵀ)) := by
    simp only [Matrix.mul_assoc]
  rw [hfit]
  generalize M * (Y * Mᵀ) = P at hPM hPt ⊢
  have hMP : Mᵀ * P = Mᵀ := by
    have h2 := congrArg Matrix.transpose hPM
    rwa [Matrix.transpose_mul, hPt] at h2
  have h3 : Mᵀ * (P * V * P) * M = Mᵀ * V * M := by
    calc Mᵀ * (P * V * P) * M = (Mᵀ * P) * V * (P * M) := by simp only [Matrix.mul_assoc]
      _ = Mᵀ * V * M := by rw [hMP, hPM]
  rw [Matrix.mul_sub, Matrix.sub_mul, h3, sub_self]

/-- A residual `R` with `Mᵀ R M = 0` is orthogonal to every tensor `M W Mᵀ`, so the squared
errors add. -/
theorem sqError_add {p : Type*} [Fintype p] (M : Matrix p r ℝ) (R : Matrix p p ℝ)
    (W : Matrix r r ℝ) (h : Mᵀ * R * M = 0) :
    sqError (R + M * W * Mᵀ) = sqError R + sqError (M * W * Mᵀ) := by
  have ht : Mᵀ * Rᵀ * M = 0 := by
    have h2 := congrArg Matrix.transpose h
    simpa only [Matrix.transpose_mul, Matrix.transpose_transpose, Matrix.transpose_zero,
      Matrix.mul_assoc] using h2
  have hcross : Matrix.trace (Rᵀ * (M * W * Mᵀ)) = 0 := by
    calc Matrix.trace (Rᵀ * (M * W * Mᵀ)) = Matrix.trace ((Rᵀ * M * W) * Mᵀ) := by
          simp only [Matrix.mul_assoc]
      _ = Matrix.trace (Mᵀ * (Rᵀ * M * W)) := Matrix.trace_mul_comm _ _
      _ = Matrix.trace ((Mᵀ * Rᵀ * M) * W) := by simp only [Matrix.mul_assoc]
      _ = 0 := by rw [ht, Matrix.zero_mul, Matrix.trace_zero]
  generalize M * W * Mᵀ = S at hcross ⊢
  have hsum : ∑ i, ∑ j, R i j * S i j = 0 := by
    rw [Finset.sum_comm]
    simpa only [Matrix.trace, Matrix.diag_apply, Matrix.mul_apply,
      Matrix.transpose_apply] using hcross
  have hexp : sqError (R + S) = sqError R + sqError S + 2 * ∑ i, ∑ j, R i j * S i j := by
    simp only [sqError, Matrix.add_apply, Finset.mul_sum, ← Finset.sum_add_distrib]
    refine Finset.sum_congr rfl fun i _ => Finset.sum_congr rfl fun j _ => ?_
    ring
  rw [hexp, hsum]
  ring

/-- If `Y` is the Penrose inverse of the entrywise product of the small Gram matrices, then the
squared error of any core matrix `Z` is that of the hypercontraction core plus the squared distance
between the two fitted tensors. -/
theorem thc_error_split (A : Matrix m r ℝ) (B : Matrix n r ℝ) {Y : Matrix r r ℝ}
    (h : IsPenroseInverse ((Aᵀ * A) ⊙ (Bᵀ * B)) Y) (V : Matrix (m × n) (m × n) ℝ)
    (Z : Matrix r r ℝ) :
    sqError (V - pairMatrix A B * Z * (pairMatrix A B)ᵀ) =
      sqError (V - pairMatrix A B * thcCore A B Y V * (pairMatrix A B)ᵀ) +
      sqError (pairMatrix A B * (thcCore A B Y V - Z) * (pairMatrix A B)ᵀ) := by
  rw [← sqError_add _ _ _ (thc_normal_equations A B h V)]
  congr 1
  rw [Matrix.mul_sub, Matrix.sub_mul]
  abel

/-- If `Y` is the Penrose inverse of the entrywise product of the small Gram matrices, then the
hypercontraction core has the least squared error among all core matrices, and every core matrix
that does as well gives the same fitted tensor. -/
theorem thc_least_squares (A : Matrix m r ℝ) (B : Matrix n r ℝ) {Y : Matrix r r ℝ}
    (h : IsPenroseInverse ((Aᵀ * A) ⊙ (Bᵀ * B)) Y) (V : Matrix (m × n) (m × n) ℝ)
    (Z : Matrix r r ℝ) :
    sqError (V - pairMatrix A B * thcCore A B Y V * (pairMatrix A B)ᵀ) ≤
        sqError (V - pairMatrix A B * Z * (pairMatrix A B)ᵀ) ∧
      (sqError (V - pairMatrix A B * Z * (pairMatrix A B)ᵀ) =
          sqError (V - pairMatrix A B * thcCore A B Y V * (pairMatrix A B)ᵀ) →
        pairMatrix A B * Z * (pairMatrix A B)ᵀ =
          pairMatrix A B * thcCore A B Y V * (pairMatrix A B)ᵀ) := by
  have hs := thc_error_split A B h V Z
  have hn : 0 ≤ sqError (pairMatrix A B * (thcCore A B Y V - Z) * (pairMatrix A B)ᵀ) :=
    Finset.sum_nonneg fun i _ => Finset.sum_nonneg fun j _ => sq_nonneg _
  refine ⟨by linarith, fun he => ?_⟩
  have h0 : sqError (pairMatrix A B * (thcCore A B Y V - Z) * (pairMatrix A B)ᵀ) = 0 := by
    linarith
  -- a vanishing sum of squares has vanishing entries
  have hz : pairMatrix A B * (thcCore A B Y V - Z) * (pairMatrix A B)ᵀ = 0 := by
    ext i j
    unfold sqError at h0
    have hi := (Finset.sum_eq_zero_iff_of_nonneg
      (fun i _ => Finset.sum_nonneg fun j _ => sq_nonneg _)).mp h0 i (Finset.mem_univ i)
    have hj := (Finset.sum_eq_zero_iff_of_nonneg
      (fun j _ => sq_nonneg _)).mp hi j (Finset.mem_univ j)
    exact pow_eq_zero_iff (two_ne_zero) |>.mp hj
  rw [Matrix.mul_sub, Matrix.sub_mul, sub_eq_zero] at hz
  exact hz.symm

/-- Values of two orbitals at three grid points, the first two of which coincide. -/
def gridValues : Matrix (Fin 2) (Fin 3) ℝ := !![1, 1, 0; 0, 0, 1]

/-- For the grid with a repeated point, the entrywise product of the Gram matrices is singular
and has the displayed Penrose inverse. -/
theorem pairMatrix_penrose_witness :
    ((gridValuesᵀ * gridValues) ⊙ (gridValuesᵀ * gridValues)).det = 0 ∧
    IsPenroseInverse ((gridValuesᵀ * gridValues) ⊙ (gridValuesᵀ * gridValues))
      !![1/4, 1/4, 0; 1/4, 1/4, 0; 0, 0, 1] := by
  have hG : (gridValuesᵀ * gridValues) ⊙ (gridValuesᵀ * gridValues)
      = !![1, 1, 0; 1, 1, 0; 0, 0, 1] := by
    ext i j
    fin_cases i <;> fin_cases j <;>
      simp [gridValues, Matrix.mul_apply, Fin.sum_univ_succ]
  rw [hG]
  refine ⟨by simp [Matrix.det_fin_three], ?_, ?_, ?_, ?_⟩ <;> ext i j <;>
    fin_cases i <;> fin_cases j <;>
    norm_num [Matrix.mul_apply, Fin.sum_univ_succ]

end

end TensorHypercontraction
```

```lean
#print axioms TensorHypercontraction.thc_least_squares
-- 'TensorHypercontraction.thc_least_squares' depends on axioms: [propext, Classical.choice, Quot.sound]
```

## How the declarations describe the calculation

The finite index types `m`, `n` and `r` label the two orbital sets and the grid points. The matrix `pairMatrix A B` is $M$, with rows indexed by the product type `m × n`. The symbol `⊙` is the entrywise product, `sqError` is the sum of squared entries, and `thcCore A B Y V` is $Y(M^TVM)Y$.

`IsPenroseInverse C X` is a proposition about two given matrices, made of the four Penrose equations. The theorems that use `Y` take such a proposition as the hypothesis `h`; they do not construct `Y`. In a code, this hypothesis stands for a pseudo-inverse routine that has returned an exact answer.

`pairMatrix_gram` states the Gram identity and `pairMatrix_penrose` the transfer of the Penrose inverse to $M$. `thc_least_squares` compares `thcCore A B Y V` with an arbitrary `Z`: its error is no larger, and if the errors are equal, so are the fitted tensors.

`pairMatrix_penrose_witness` supplies a singular case. Two orbitals are sampled at three points, the first two identical, and `gridValues` serves as both $A$ and $B$. Then

$$G=\begin{pmatrix}1&1&0\\1&1&0\\0&0&1\end{pmatrix},\qquad
Y=\begin{pmatrix}1/4&1/4&0\\1/4&1/4&0\\0&0&1\end{pmatrix}.$$

The theorem checks that $\det G=0$ and that $Y$ satisfies all four equations.

## How the proof follows the algebra

In `pairMatrix_gram`, `Finset.sum_mul_sum` turns the product of two sums into a double sum, and `ring` matches the terms.

`pairMatrix_penrose` first rewrites $G$ as $M^TM$, then uses `generalize` to forget how $M$ was built; from there the argument works for any real matrix. The step from $GN=0$ to $MN=0$ is `Matrix.conjTranspose_mul_self_mul_eq_zero`, applied with the conjugate transpose equal to the transpose over the reals. The facts `hp` and `hq` are $PP^T=P^T$ and its transpose, which together give the symmetry of $P$.

`thc_normal_equations` rewrites the fitted tensor as $PVP$ and cancels the projected terms. `sqError_add` obtains the vanishing cross term by cycling the trace, then expands the square. `thc_error_split` applies it with $W=Z_*-Z$. In `thc_least_squares`, `linarith` draws the inequality from the split; for equal errors, a zero sum of squares forces every entry of the difference to vanish.

## Weaker conditions on $Y$

The symmetry conditions matter for the Penrose inverse. For the repeated grid point above, take $Y=\operatorname{diag}(1,0,1)$, which amounts to discarding the duplicate. It satisfies $GYG=G$ and $YGY=Y$, but

$$YG=\begin{pmatrix}1&1&0\\0&0&0\\0&0&1\end{pmatrix}$$

is not symmetric. Since $(YM^T)M=YG$, the matrix $YM^T$ is not the Penrose inverse of $M$.

Losing $GYG=G$ can damage the fit itself. With one orbital in each set, one grid point, and $A=B=V=(1)$, the choice $Y=0$ satisfies the other three equations. It gives the core $0$ and squared error $1$, whereas $Z=1$ fits exactly. A pseudo-inverse that discards nonzero eigenvalues of $G$ below a threshold violates the same equation, so the minimality theorem does not apply to it.

## Exact arithmetic, a fixed grid and an unweighted error

The guarantee is optimality for given real orbital values. It puts no bound on the remaining error, so a poor grid can still give a poor fit. Rounding errors and the conditioning of $G$ are not treated.

The error counts all entries of $V$ equally, and the same pair matrix stands on both sides of the core. Complex orbitals and weighted error measures would need other statements. On the other hand, $V$ may be any real matrix of the right size: neither symmetry nor positivity is assumed.

Uniqueness concerns the fitted tensor and not the core. With the repeated grid point, the vector $e=(1,-1,0)^T$ satisfies $Me=0$, so adding $ee^T$ to the core changes its entries and leaves $MZM^T$ as it was. Two codes can therefore return different cores and still agree on every fitted integral.
